# A superoperator on finite complex matrices that anticommutes with right multiplication by an invertible matrix has zero trace

Let `T` be a superoperator, that is, a complex-linear map taking square complex matrices of a fixed finite size to matrices of the same size, and let `u` be an invertible matrix with T(Xu) = −T(X)u for every matrix X. The theorem says that the trace of `T`, as a linear map on the space of matrices, is zero. `u` need not be unitary, and `T` need not preserve trace, positivity or Hermiticity. The proof writes R_v for right multiplication by v and factors `T` as (T R_u) R_{u⁻¹}. Cyclicity of the trace turns this product into R_{u⁻¹} T R_u, which the hypothesis makes equal to −T, so the trace equals its own negative.

In Lean, a first try:

```lean
import Mathlib

open Matrix
open scoped ComplexOrder

namespace TraceEqZeroOfFlip

noncomputable section

variable {n ι : Type*} [Fintype n] [DecidableEq n] {m : ℕ}

/-- A linear map on matrices that changes sign when moved past right multiplication by an
invertible matrix has trace zero. -/
theorem trace_eq_zero_of_flip (T : Matrix n n ℂ →ₗ[ℂ] Matrix n n ℂ) (u : (Matrix n n ℂ)ˣ)
    (hT : ∀ X, T (X * u) = -(T X * u)) : LinearMap.trace ℂ _ T = 0 := by
  let R : Matrix n n ℂ → Module.End ℂ (Matrix n n ℂ) := fun v => LinearMap.mulRight ℂ v
  have h1 : T = (T * R u) * R ↑u⁻¹ := LinearMap.ext fun X => by
    change T X = T (X * ↑u⁻¹ * ↑u)
    rw [Units.inv_mul_cancel_right]
  have h2 : R ↑u⁻¹ * (T * R u) = -T := LinearMap.ext fun X => by
    change T (X * ↑u) * ↑u⁻¹ = -T X
    rw [hT, neg_mul, Units.mul_inv_cancel_right]
  have h3 : LinearMap.trace ℂ _ T = -LinearMap.trace ℂ _ T :=
    (congrArg (LinearMap.trace ℂ _) h1).trans
      ((LinearMap.trace_mul_comm ℂ _ _).trans (by rw [h2, map_neg]))
  linear_combination (1 / 2 : ℂ) * h3

end

end TraceEqZeroOfFlip
```

The compiler's answer:

```
Main.lean:18:20: error(lean.synthInstanceFailed): failed to synthesize instance of type class
  HMul (Matrix n n ℂ) (Matrix n n ℂ)ˣ ?m.85

Hint: Type class instance resolution failures can be inspected with the `set_option trace.Meta.synthInstance true` command.
Main.lean:18:4: error: 'change' tactic failed, pattern
  T X = T (X * u⁻¹ * u)
is not definitionally equal to target
  T X = (T * R ↑u * R ↑u⁻¹) X
Main.lean:21:14: error(lean.synthInstanceFailed): failed to synthesize instance of type class
  HMul (Matrix n n ℂ) (Matrix n n ℂ)ˣ (Matrix n n ℂ)

Hint: Type class instance resolution failures can be inspected with the `set_option trace.Meta.synthInstance true` command.
Main.lean:21:11: error(lean.synthInstanceFailed): failed to synthesize instance of type class
  HMul (Matrix n n ℂ) (Matrix n n ℂ)ˣ (Matrix n n ℂ)

Hint: Type class instance resolution failures can be inspected with the `set_option trace.Meta.synthInstance true` command.
Main.lean:21:4: error: 'change' tactic failed, pattern
  T (X * u) * u⁻¹ = -T X
is not definitionally equal to target
  (R ↑u⁻¹ * (T * R ↑u)) X = (-T) X
```

What went wrong. In Lean `u` is a unit, an element of `(Matrix n n ℂ)ˣ`, and must be coerced to a matrix before it can multiply one. The arrow `↑` asks for a coercion but doesn't name its target. In `R ↑u⁻¹` the argument type of `R` supplies the target; in the products inside the two `change` lines nothing did, and the factors stayed units. The `HMul` errors say that Lean found no multiplication of a matrix by such a unit.

The two "'change' tactic failed" errors follow from this. The printed patterns contain `u` and `u⁻¹` without arrows, so they still hold the ill-typed products and cannot match the goals, where the units are coerced.

The repair states the target type, as in `(u : Matrix n n ℂ)` and `(↑u⁻¹ : Matrix n n ℂ)`. Every product is then between matrices, both `change` steps agree with their goals by definition, and the rewrites that follow work unaltered.

Fix (accepted with no message):

```diff
@@ -16,8 +16,8 @@
   let R : Matrix n n ℂ → Module.End ℂ (Matrix n n ℂ) := fun v => LinearMap.mulRight ℂ v
   have h1 : T = (T * R u) * R ↑u⁻¹ := LinearMap.ext fun X => by
-    change T X = T (X * ↑u⁻¹ * ↑u)
+    change T X = T (X * (↑u⁻¹ : Matrix n n ℂ) * (u : Matrix n n ℂ))
     rw [Units.inv_mul_cancel_right]
   have h2 : R ↑u⁻¹ * (T * R u) = -T := LinearMap.ext fun X => by
-    change T (X * ↑u) * ↑u⁻¹ = -T X
+    change T (X * (u : Matrix n n ℂ)) * (↑u⁻¹ : Matrix n n ℂ) = -T X
     rw [hT, neg_mul, Units.mul_inv_cancel_right]
   have h3 : LinearMap.trace ℂ _ T = -LinearMap.trace ℂ _ T :=
```
